# Every eigenspace of the compass model on a finite open rectangular grid has even dimension

Put a qubit on each site $(i,j)$ of a finite rectangular grid with open boundaries, and write $X_{(i,j)}$ and $Z_{(i,j)}$ for its Pauli operators. The compass Hamiltonian couples neighbours along $i$ by $XX$ and neighbours along $j$ by $ZZ$, with a real coupling of its own on every bond. I understand that each energy level is at least doubly degenerate, even when the couplings are completely irregular, because a product of $X$ along a row and a product of $Z$ along a column are both conserved but anticommute. I would like to see this made rigorous, with every sign accounted for, and checked by machine. How does the argument go, and what does it look like in Lean?

## Strings of X and Z on the grid

Let the grid have $(m+1)\times(n+1)$ sites, with $0\le i\le m$ and $0\le j\le n$. A state is a complex amplitude $\psi(c)$ for each bit configuration $c$. The sign of a bit is $s(0)=1$ and $s(1)=-1$, the eigenvalue of Pauli $Z$.

For a set of sites $S$, let $c^S$ be $c$ with the bits in $S$ flipped. Define

$$(X_S\psi)(c)=\psi(c^S),\qquad (Z_S\psi)(c)=\Big(\prod_{t\in S}s(c_t)\Big)\psi(c).$$

These are the products of the single-site Pauli operators over $S$. The row product $P_i=\prod_j X_{(i,j)}$ is the X-string on the sites with $i$ fixed, and the column product $Q_j=\prod_i Z_{(i,j)}$ is the Z-string on the sites with $j$ fixed. The Hamiltonian is

$$H=\sum_{i=0}^{m-1}\sum_{j=0}^{n}J^x_{ij}X_{(i,j)}X_{(i+1,j)}+\sum_{i=0}^{m}\sum_{j=0}^{n-1}J^z_{ij}Z_{(i,j)}Z_{(i,j+1)}.$$

## Two conserved products that anticommute

Flipping a bit twice restores it, and $s(b)^2=1$, so every string squares to the identity. Strings of the same kind commute. For strings of different kinds,

$$(X_SZ_T\psi)(c)=\Big(\prod_{t\in T}s(c^S_t)\Big)\psi(c^S)=(-1)^{|T\cap S|}\Big(\prod_{t\in T}s(c_t)\Big)\psi(c^S),$$

because each site of $T$ that is flipped reverses one sign. Hence $X_SZ_T=(-1)^{|T\cap S|}Z_TX_S$.

Row $i$ and column $j$ share only the site $(i,j)$, so $P_iQ_j=-Q_jP_i$.

Both products commute with $H$. The row product $P_i$ commutes with every $XX$ term, since only $X$ operators are involved. A $ZZ$ bond has both ends in the same row, so it shares two sites with row $i$ or none, and the sign is $+1$. In the same way, $Q_j$ commutes with every $ZZ$ term, and an $XX$ bond has both ends in one column, so it shares two sites with column $j$ or none.

Now let $E$ be the eigenspace of $H$ for $\mu$, with dimension $d$. If $Hv=\mu v$ and $A$ commutes with $H$, then $HAv=AHv=\mu Av$, so $A$ maps $E$ into itself. Let $p$ and $q$ be the restrictions of $P_i$ and $Q_j$ to $E$. They satisfy $p^2=q^2=1$ and $pq=-qp$. Taking determinants on $E$ gives

$$\det p\,\det q=(-1)^d\det q\,\det p,\qquad(\det p)^2=(\det q)^2=1.$$

The determinants are nonzero, so $(-1)^d=1$ and $d$ is even. If $\mu$ is an eigenvalue, then $d>0$, and therefore $d\ge 2$.

## The 2 × 2 grid with unit couplings

Take $m=n=1$ and set every coupling to 1. Write $H=A+B+C+D$ with

$$A=X_{(0,0)}X_{(1,0)},\quad B=X_{(0,1)}X_{(1,1)},\quad C=Z_{(0,0)}Z_{(0,1)},\quad D=Z_{(1,0)}Z_{(1,1)}.$$

Each of $A,B$ shares one site with each of $C,D$ and anticommutes with it. The products $AB$ and $CD$ commute with each other and with $H$, and their signs split the 16 dimensions into four sectors of dimension 4.

| $AB$ | $CD$ | $H$ in the sector | Energies (multiplicity) |
|---|---|---|---|
| $+1$ | $+1$ | $2A+2C$ | $\pm2\sqrt2$ (2 each) |
| $+1$ | $-1$ | $2A$ | $\pm2$ (2 each) |
| $-1$ | $+1$ | $2C$ | $\pm2$ (2 each) |
| $-1$ | $-1$ | $0$ | $0$ (4) |

In the first row, $(2A+2C)^2=8$ because $A$ and $C$ anticommute, and the trace vanishes, so the two signs occur equally often. Altogether $\pm2\sqrt2$ have multiplicity 2 each, $\pm2$ have multiplicity 4 each, and $0$ has multiplicity 4. All are even, and they add up to 16.

## The Lean development

```lean
import Mathlib

open Module

namespace CompassModel

noncomputable section

/-- State vectors of qubits on the sites `ι`: a complex amplitude for each bit configuration. -/
abbrev QubitState (ι : Type*) := (ι → Bool) → ℂ

/-- The eigenvalue of Pauli Z on a basis state of one qubit. -/
def spin (b : Bool) : ℂ := if b then -1 else 1

section Strings

variable {ι : Type*} [DecidableEq ι]

/-- The X-string on `S`, which flips every qubit in `S`. -/
def xString (S : Finset ι) : End ℂ (QubitState ι) where
  toFun ψ c := ψ (fun t => if t ∈ S then !c t else c t)
  map_add' _ _ := rfl
  map_smul' _ _ := rfl

/-- The Z-string on `T`, which multiplies each amplitude by the signs of the qubits in `T`. -/
def zString (T : Finset ι) : End ℂ (QubitState ι) where
  toFun ψ c := (∏ t ∈ T, spin (c t)) * ψ c
  map_add' ψ φ := by
    funext c
    simp only [Pi.add_apply]
    ring
  map_smul' a ψ := by
    funext c
    simp only [Pi.smul_apply, smul_eq_mul, RingHom.id_apply]
    ring

/-- Pauli X on the qubit at site `s`. -/
abbrev pauliX (s : ι) : End ℂ (QubitState ι) := xString {s}

/-- Pauli Z on the qubit at site `s`. -/
abbrev pauliZ (s : ι) : End ℂ (QubitState ι) := zString {s}

/-- Adding a site to a string multiplies it by the Pauli operator of that site. -/
theorem string_insert (s : ι) (S : Finset ι) (hs : s ∉ S) :
    xString (insert s S) = pauliX s * xString S ∧
      zString (insert s S) = pauliZ s * zString S := by
  constructor
  · refine LinearMap.ext fun ψ => funext fun c => ?_
    simp only [End.mul_apply, xString, LinearMap.coe_mk, AddHom.coe_mk]
    refine congrArg ψ (funext fun t => ?_)
    by_cases h : t = s
    · simp [h, hs]
    · simp [h]
  · refine LinearMap.ext fun ψ => funext fun c => ?_
    simp only [End.mul_apply, zString, LinearMap.coe_mk, AddHom.coe_mk]
    rw [Finset.prod_insert hs, Finset.prod_singleton, mul_assoc]

/-- Every X-string and every Z-string squares to the identity. -/
theorem string_sq (S : Finset ι) :
    xString S * xString S = 1 ∧ zString S * zString S = 1 := by
  constructor
  · refine LinearMap.ext fun ψ => funext fun c => ?_
    simp only [End.mul_apply, End.one_apply, xString, LinearMap.coe_mk, AddHom.coe_mk]
    refine congrArg ψ (funext fun t => ?_)
    by_cases h : t ∈ S <;> simp [h]
  · have hb : ∀ b, spin b * spin b = 1 := by
      intro b
      cases b <;> simp [spin]
    refine LinearMap.ext fun ψ => funext fun c => ?_
    simp only [End.mul_apply, End.one_apply, zString, LinearMap.coe_mk, AddHom.coe_mk]
    rw [← mul_assoc, ← Finset.prod_mul_distrib, Finset.prod_eq_one fun t _ => hb _, one_mul]

/-- X-strings commute with each other, and so do Z-strings. -/
theorem string_comm (S T : Finset ι) :
    Commute (xString S) (xString T) ∧ Commute (zString S) (zString T) := by
  constructor
  · refine LinearMap.ext fun ψ => funext fun c => ?_
    simp only [End.mul_apply, xString, LinearMap.coe_mk, AddHom.coe_mk]
    refine congrArg ψ (funext fun t => ?_)
    by_cases h : t ∈ S <;> by_cases h' : t ∈ T <;> simp [h, h']
  · refine LinearMap.ext fun ψ => funext fun c => ?_
    simp only [End.mul_apply, zString, LinearMap.coe_mk, AddHom.coe_mk]
    ring

/-- Exchanging an X-string and a Z-string gives one factor -1 for each site they share. -/
theorem xString_mul_zString (S T : Finset ι) :
    xString S * zString T = (-1 : ℂ) ^ (T ∩ S).card • (zString T * xString S) := by
  refine LinearMap.ext fun ψ => funext fun c => ?_
  -- each flipped qubit of `T` reverses one sign
  have hsgn : ∏ t ∈ T, spin (if t ∈ S then !c t else c t)
      = (-1 : ℂ) ^ (T ∩ S).card * ∏ t ∈ T, spin (c t) := by
    rw [← Finset.filter_mem_eq_inter, ← Finset.prod_const, Finset.prod_filter,
      ← Finset.prod_mul_distrib]
    refine Finset.prod_congr rfl fun t _ => ?_
    by_cases h : t ∈ S <;> cases hc : c t <;> simp [h, spin]
  simp only [End.mul_apply, LinearMap.smul_apply, Pi.smul_apply, smul_eq_mul, xString, zString,
    LinearMap.coe_mk, AddHom.coe_mk]
  rw [hsgn, mul_assoc]

end Strings

variable {R C : Type*} [Fintype R] [Fintype C] [DecidableEq R] [DecidableEq C]

/-- The row product: Pauli X on all sites `(i, j)` with `i` fixed. -/
abbrev rowX (i : R) : End ℂ (QubitState (R × C)) := xString ({i} ×ˢ Finset.univ)

/-- The column product: Pauli Z on all sites `(i, j)` with `j` fixed. -/
abbrev colZ (j : C) : End ℂ (QubitState (R × C)) := zString (Finset.univ ×ˢ {j})

/-- Every row product of X anticommutes with every column product of Z. -/
theorem rowX_mul_colZ (i : R) (j : C) :
    rowX (C := C) i * colZ (R := R) j = -(colZ (R := R) j * rowX (C := C) i) := by
  have h := xString_mul_zString ({i} ×ˢ Finset.univ : Finset (R × C)) (Finset.univ ×ˢ {j})
  -- a row and a column cross at exactly one site
  have hc : (Finset.univ ×ˢ {j} : Finset (R × C)) ∩ ({i} ×ˢ Finset.univ) = {(i, j)} := by
    ext ⟨a, b⟩
    simp only [Finset.mem_inter, Finset.mem_product, Finset.mem_univ, Finset.mem_singleton,
      Prod.mk.injEq]
    tauto
  rw [hc, Finset.card_singleton, pow_one] at h
  refine h.trans (LinearMap.ext fun ψ => funext fun c => ?_)
  exact neg_one_mul ((colZ (R := R) j * rowX (C := C) i) ψ c)

/-- If a set of sites contains both ends of a bond or neither, its Z-string commutes with XX on
the bond and its X-string commutes with ZZ on the bond. -/
theorem bond_commute {ι : Type*} [DecidableEq ι] (S : Finset ι) (s s' : ι)
    (h : s ∈ S ↔ s' ∈ S) :
    Commute (zString S) (pauliX s * pauliX s') ∧
      Commute (xString S) (pauliZ s * pauliZ s') := by
  by_cases e : s = s'
  · subst e
    rw [(string_sq {s}).1, (string_sq {s}).2]
    exact ⟨Commute.one_right _, Commute.one_right _⟩
  -- the string and the bond share zero or two sites
  have sign : (-1 : ℂ) ^ (S ∩ {s, s'}).card = 1 := by
    by_cases hs : s ∈ S
    · have hc : S ∩ {s, s'} = {s, s'} := by
        ext t
        simp only [Finset.mem_inter, Finset.mem_insert, Finset.mem_singleton]
        constructor
        · exact fun ht => ht.2
        · rintro (rfl | rfl)
          · exact ⟨hs, Or.inl rfl⟩
          · exact ⟨h.mp hs, Or.inr rfl⟩
      rw [hc, Finset.card_pair e]
      norm_num
    · have hc : S ∩ {s, s'} = ∅ := by
        ext t
        simp only [Finset.mem_inter, Finset.mem_insert, Finset.mem_singleton,
          Finset.notMem_empty, iff_false]
        rintro ⟨ht, rfl | rfl⟩
        · exact hs ht
        · exact hs (h.mpr ht)
      rw [hc, Finset.card_empty, pow_zero]
  have hb := string_insert s {s'} (by simpa using e)
  rw [← hb.1, ← hb.2]
  constructor
  · have hx := xString_mul_zString {s, s'} S
    rw [sign] at hx
    exact (hx.trans (one_smul ℂ _)).symm
  · have hz := xString_mul_zString S {s, s'}
    rw [Finset.inter_comm, sign] at hz
    exact hz.trans (one_smul ℂ _)

/-- If an operator on the grid commutes with one row product of X and one column product of Z,
then each of its eigenspaces has even dimension. -/
theorem even_finrank_of_commute (H : End ℂ (QubitState (R × C))) (i : R) (j : C)
    (hX : Commute (rowX (C := C) i) H) (hZ : Commute (colZ (R := R) j) H) (μ : ℂ) :
    Even (finrank ℂ (End.eigenspace H μ)) := by
  -- symmetries preserve the eigenspace
  have inv : ∀ A : End ℂ (QubitState (R × C)), Commute A H →
      ∀ v ∈ End.eigenspace H μ, A v ∈ End.eigenspace H μ := by
    intro A hA v hv
    rw [End.mem_eigenspace_iff] at hv ⊢
    calc H (A v) = A (H v) :=
          (congrArg (fun F : End ℂ (QubitState (R × C)) => F v) hA.eq).symm
      _ = μ • A v := by rw [hv, map_smul]
  let p : End ℂ (End.eigenspace H μ) := (rowX (C := C) i).restrict (inv _ hX)
  let q : End ℂ (End.eigenspace H μ) := (colZ (R := R) j).restrict (inv _ hZ)
  have hpp : p * p = 1 := LinearMap.ext fun v => Subtype.ext
    (congrArg (fun F : End ℂ (QubitState (R × C)) => F v.1) (string_sq _).1)
  have hqq : q * q = 1 := LinearMap.ext fun v => Subtype.ext
    (congrArg (fun F : End ℂ (QubitState (R × C)) => F v.1) (string_sq _).2)
  have hneg : p * q = -(q * p) := LinearMap.ext fun v => Subtype.ext
    (congrArg (fun F : End ℂ (QubitState (R × C)) => F v.1) (rowX_mul_colZ i j))
  have hpq : p * q = (-1 : ℂ) • (q * p) := hneg.trans (neg_one_smul ℂ (q * p)).symm
  -- compare determinants on the eigenspace
  have h1 := congrArg LinearMap.det hpq
  have h2 := congrArg LinearMap.det hpp
  have h3 := congrArg LinearMap.det hqq
  rw [map_mul, LinearMap.det_smul, map_mul] at h1
  rw [map_mul, map_one] at h2 h3
  by_contra hne
  rw [(Nat.not_even_iff_odd.mp hne).neg_one_pow] at h1
  have h4 : LinearMap.det p * LinearMap.det q = 0 := by linear_combination h1 / 2
  have h5 : (1 : ℂ) = 0 := by
    linear_combination (LinearMap.det p * LinearMap.det q) * h4 - LinearMap.det q ^ 2 * h2 - h3
  exact one_ne_zero h5

variable {m n : ℕ}

/-- The compass Hamiltonian on an `(m+1) × (n+1)` grid with open boundaries: XX couplings between
neighbours in the first direction and ZZ couplings between neighbours in the second. -/
def compass (Jx : Fin m → Fin (n + 1) → ℝ) (Jz : Fin (m + 1) → Fin n → ℝ) :
    End ℂ (QubitState (Fin (m + 1) × Fin (n + 1))) :=
  (∑ i, ∑ j, (Jx i j : ℂ) • (pauliX (i.castSucc, j) * pauliX (i.succ, j))) +
    ∑ i, ∑ j, (Jz i j : ℂ) • (pauliZ (i, j.castSucc) * pauliZ (i, j.succ))

/-- Every row product of X and every column product of Z commutes with the compass Hamiltonian. -/
theorem compass_symmetries (Jx : Fin m → Fin (n + 1) → ℝ) (Jz : Fin (m + 1) → Fin n → ℝ)
    (i : Fin (m + 1)) (j : Fin (n + 1)) :
    Commute (rowX (C := Fin (n + 1)) i) (compass Jx Jz) ∧
      Commute (colZ (R := Fin (m + 1)) j) (compass Jx Jz) := by
  unfold compass
  constructor
  · exact Commute.add_right
      (Commute.sum_right _ _ _ fun a _ => Commute.sum_right _ _ _ fun b _ =>
        Commute.smul_right ((string_comm _ _).1.mul_right (string_comm _ _).1) _)
      (Commute.sum_right _ _ _ fun a _ => Commute.sum_right _ _ _ fun b _ =>
        Commute.smul_right (by
          refine (bond_commute _ _ _ ?_).2
          simp only [Finset.mem_product, Finset.mem_univ, Finset.mem_singleton]) _)
  · exact Commute.add_right
      (Commute.sum_right _ _ _ fun a _ => Commute.sum_right _ _ _ fun b _ =>
        Commute.smul_right (by
          refine (bond_commute _ _ _ ?_).1
          simp only [Finset.mem_product, Finset.mem_univ, Finset.mem_singleton]) _)
      (Commute.sum_right _ _ _ fun a _ => Commute.sum_right _ _ _ fun b _ =>
        Commute.smul_right ((string_comm _ _).2.mul_right (string_comm _ _).2) _)

/-- Every eigenspace of the compass Hamiltonian has even dimension, for all real couplings. -/
theorem compass_even_degeneracy (Jx : Fin m → Fin (n + 1) → ℝ) (Jz : Fin (m + 1) → Fin n → ℝ)
    (μ : ℂ) : Even (finrank ℂ (End.eigenspace (compass Jx Jz) μ)) :=
  even_finrank_of_commute _ 0 0 (compass_symmetries Jx Jz 0 0).1
    (compass_symmetries Jx Jz 0 0).2 μ

/-- Every energy level of the compass Hamiltonian is at least doubly degenerate. -/
theorem compass_two_le_degeneracy (Jx : Fin m → Fin (n + 1) → ℝ) (Jz : Fin (m + 1) → Fin n → ℝ)
    (μ : ℂ) (hμ : End.HasEigenvalue (compass Jx Jz) μ) :
    2 ≤ finrank ℂ (End.eigenspace (compass Jx Jz) μ) := by
  have h0 : finrank ℂ (End.eigenspace (compass Jx Jz) μ) ≠ 0 :=
    fun h => hμ (Submodule.finrank_eq_zero.mp h)
  obtain ⟨k, hk⟩ := compass_even_degeneracy Jx Jz μ
  omega

end

end CompassModel
```

```lean
#print axioms CompassModel.compass_even_degeneracy
#print axioms CompassModel.compass_two_le_degeneracy
```

```
'CompassModel.compass_even_degeneracy' depends on axioms: [propext, Classical.choice, Quot.sound]
'CompassModel.compass_two_le_degeneracy' depends on axioms: [propext, Classical.choice, Quot.sound]
```

## What `compass_even_degeneracy` says

For all real coupling tables `Jx` and `Jz` and every complex number `μ`, the eigenspace of `compass Jx Jz` at `μ` has even dimension. When `μ` is not an eigenvalue, that dimension is zero. `compass_two_le_degeneracy` adds the hypothesis `End.HasEigenvalue` and concludes that the dimension is at least 2.

The Lean objects correspond to the physics as follows.

- `QubitState ι` is the space of amplitudes on configurations `ι → Bool`, where `false` has sign $+1$ and `true` has sign $-1$. Vectors need not be normalised.
- `End ℂ` is the algebra of linear operators, and its product is composition.
- `rowX i` and `colZ j` are $P_i$ and $Q_j$.
- `Fin (m + 1) × Fin (n + 1)` is the set of sites, so the grid is never empty. On a single site there are no bonds, $H=0$, and the only level has dimension 2.
- `castSucc` and `succ` send a bond index to the two ends of the bond. No bond wraps around, which makes the boundaries open.

The couplings are real, as they are for a Hermitian Hamiltonian, but the argument uses no inner product and no Hermiticity. The definition of `compass` contains neither field terms nor periodic bonds. The theorem says nothing about gaps between levels or about the limit of an infinite lattice.

If the Hamiltonian of a finite open rectangular compass grid without fields is diagonalised on the full state space, an odd multiplicity therefore points to an error, to copies of the level that the solver missed, or to equal energies that rounding has split. Within a single symmetry sector odd multiplicities are allowed: on the 2 × 2 grid above, the level $2\sqrt2$ occurs once among the states with $P_0=+1$.

## From string signs to determinants

`string_insert` shows that adding a site to a string multiplies it by the Pauli operator of that site, which ties the strings to ordinary Pauli products. `string_sq` and `string_comm` give the squares and the commutation of like strings, by comparing amplitudes configuration by configuration.

`xString_mul_zString` is the exchange rule. Its inner statement `hsgn` is the sign count above: the power of $-1$ is rewritten as a product over $T$, and the two sides are compared site by site. `rowX_mul_colZ` applies the rule after showing that the intersection of a row and a column is `{(i, j)}`.

`bond_commute` treats a set that contains both ends of a bond or neither. It computes the intersection in each case, finds the sign $+1$, and uses `string_insert` to read the two-site string as a bond term.

`compass_symmetries` carries commutation through the sums and the scalar couplings. Terms of the same kind are handled by `string_comm` and the others by `bond_commute`.

`even_finrank_of_commute` contains the eigenspace argument, for any operator on a finite grid that commutes with one row product and one column product. The step `inv` shows that symmetries preserve the eigenspace, and `restrict` then produces `p` and `q`. The determinant relations are `h1`, `h2` and `h3`. If the dimension were odd, `h1` would give $\det p\,\det q=-\det q\,\det p$, so this product would be zero (`h4`). That contradicts the two squares being 1, and `h5` records the contradiction as $1=0$.

`compass_even_degeneracy` applies this with row 0 and column 0. The last theorem combines evenness with the fact that the eigenspace of an eigenvalue is nonzero.
